# Charge density need not fix a real symmetric density matrix over the first $n\ge 3$ oscillator orbitals

Elastic X-ray diffraction probes the Fourier components of the charge density. Suppose the experiment were perfect, with every amplitude and phase known, so that the density is known at every point. Would that also give the one-particle density matrix, which carries the coherences between orbitals as well?

The question is posed here in one dimension, for real symmetric density matrices over the first $n$ harmonic-oscillator orbitals. In that model, for $n\ge3$, a fit of the density matrix to density data alone, with no positivity or other condition imposed, leaves some directions undetermined, however good the data.

## Orbitals, matrices and the prefactor

```lean
import Mathlib

open Polynomial Matrix

namespace DensityFromDiffraction

noncomputable section
```

Indices run from $0$ to $n-1$, as in `Fin n`. The orbitals are $\chi_k(x)=x^k e^{-x^2/2}$ in dimensionless length. They span the same space as the first $n$ oscillator eigenstates, but they are not normalised, and orbitals of equal parity are not orthogonal to each other.

```lean
/-- The unnormalised oscillator-type orbital `x^k exp(-x²/2)`. -/
def orbital (k : ℕ) (x : ℝ) : ℝ := x ^ k * Real.exp (-x ^ 2 / 2)
```

A coefficient matrix $P$ has the density $\rho_P(x)=\sum_{i,j}P_{ij}\,\chi_i(x)\chi_j(x)$.

```lean
/-- The charge density at `x` of the matrix `P` in the first `n` orbitals. -/
def density {n : ℕ} (P : Matrix (Fin n) (Fin n) ℝ) (x : ℝ) : ℝ :=
  ∑ i, ∑ j, P i j * (orbital i x * orbital j x)
```

The candidates for $P$ form the space `symMat n` of real symmetric matrices. Positivity and electron number are not imposed at this stage.

```lean
/-- The space of real symmetric `n` by `n` matrices. -/
def symMat (n : ℕ) : Submodule ℝ (Matrix (Fin n) (Fin n) ℝ) where
  carrier := {P | ∀ i j, P i j = P j i}
  add_mem' := by
    intro a b ha hb
    simp only [Set.mem_ofPred_eq, Matrix.add_apply] at ha hb ⊢
    intro i j
    rw [ha i j, hb i j]
  zero_mem' := by
    intro i j
    rfl
  smul_mem' := by
    intro c a ha
    simp only [Set.mem_ofPred_eq, Matrix.smul_apply] at ha ⊢
    intro i j
    rw [ha i j]
```

To each $P$ belongs the polynomial $p_P(x)=\sum_{i,j}P_{ij}x^{i+j}$, which is linear in $P$. In Lean it is a formal polynomial in `ℝ[X]`, and `densityMap n` is the map $P\mapsto p_P$ on symmetric matrices.

```lean
/-- The linear map from a matrix `P` to the density prefactor `∑ P_ij x^(i+j)`. -/
def prefactor (n : ℕ) : Matrix (Fin n) (Fin n) ℝ →ₗ[ℝ] ℝ[X] where
  toFun P := ∑ i : Fin n, ∑ j : Fin n, monomial ((i : ℕ) + (j : ℕ)) (P i j)
  map_add' P Q := by
    simp only [Matrix.add_apply, map_add, Finset.sum_add_distrib]
  map_smul' c P := by
    simp only [Matrix.smul_apply, map_smul, Finset.smul_sum, RingHom.id_apply]

/-- The prefactor map restricted to symmetric matrices. -/
abbrev densityMap (n : ℕ) : symMat n →ₗ[ℝ] ℝ[X] :=
  (prefactor n).domRestrict (symMat n)
```

Write $E_{ij}(r)$ for the matrix whose only entry is $r$ at $(i,j)$; this is `Matrix.single i j r`. The symmetric pair is $S_{ij}(r)=E_{ij}(r)+E_{ji}(r)$, so $S_{ii}(r)$ has the diagonal entry $2r$.

```lean
/-- The symmetric pair of matrix entries `r` at `(i,j)` and `(j,i)`, added if `i = j`. -/
def pair {n : ℕ} (i j : Fin n) (r : ℝ) : Matrix (Fin n) (Fin n) ℝ :=
  Matrix.single i j r + Matrix.single j i r
```

## (a) From densities to polynomials

**Task.** Show that two matrices have the same density everywhere exactly when their polynomials agree:
$$\bigl(\rho_P(x)=\rho_Q(x)\ \text{for all }x\bigr)\iff p_P=p_Q .$$

**Solution.** Since $\chi_i\chi_j=x^{i+j}e^{-x^2}$, summation gives $\rho_P(x)=p_P(x)\,e^{-x^2}$. The Gaussian is never zero, so equal densities give $p_P(x)=p_Q(x)$ at every real $x$, and real polynomials with equal values everywhere are equal. The converse follows by multiplying by the Gaussian.

In the proof, `key` is the factorisation, `mul_right_cancel₀` removes the Gaussian, and `Polynomial.funext` passes from values to polynomials. Symmetry is not needed.

```lean
/-- Two matrices have the same density at every point exactly when their polynomial
prefactors agree. -/
theorem density_eq_iff {n : ℕ} (P Q : Matrix (Fin n) (Fin n) ℝ) :
    (∀ x, density P x = density Q x) ↔ prefactor n P = prefactor n Q := by
  -- the density is the prefactor times a Gaussian
  have key : ∀ (R : Matrix (Fin n) (Fin n) ℝ) (x : ℝ),
      density R x = (prefactor n R).eval x * Real.exp (-x ^ 2) := by
    intro R x
    have he : Real.exp (-x ^ 2) = Real.exp (-x ^ 2 / 2) * Real.exp (-x ^ 2 / 2) := by
      rw [← Real.exp_add]
      congr 1
      ring
    simp only [density, orbital, prefactor, LinearMap.coe_mk, AddHom.coe_mk,
      Polynomial.eval_finsetSum, eval_monomial, Finset.sum_mul, he]
    refine Finset.sum_congr rfl fun i _ => Finset.sum_congr rfl fun j _ => ?_
    ring
  constructor
  · intro h
    refine Polynomial.funext fun x => ?_
    have hx := h x
    rw [key, key] at hx
    exact mul_right_cancel₀ (Real.exp_pos _).ne' hx
  · intro h x
    rw [key, key, h]
```

## (b) Sums over a matrix with one entry

**Task.** Let $F_{ij}(s)$ be a summand with $F_{ij}(0)=0$ for all $i,j$. Show that
$$\sum_{i,j}F_{ij}\bigl(E_{ab}(r)_{ij}\bigr)=F_{ab}(r).$$

**Solution.** Every term with $(i,j)\neq(a,b)$ is $F_{ij}(0)=0$, and the remaining term is $F_{ab}(r)$. Lean isolates first the row and then the column with `Finset.sum_eq_single`. The lemma serves for polynomials in (c) and for quadratic forms in (h).

```lean
/-- A double sum over the entries of a matrix with at most one non-zero entry reduces to
one term, if the summand vanishes for zero entries. -/
theorem sum_single {n : ℕ} {M : Type*} [AddCommMonoid M] (F : Fin n → Fin n → ℝ → M)
    (hF : ∀ i j, F i j 0 = 0) (a b : Fin n) (r : ℝ) :
    ∑ i, ∑ j, F i j (Matrix.single a b r i j) = F a b r := by
  refine Eq.trans (Finset.sum_eq_single a ?_ ?_)
    (Eq.trans (Finset.sum_eq_single b ?_ ?_) ?_)
  · intro i _ hi
    refine Finset.sum_eq_zero fun j _ => ?_
    rw [Matrix.single_apply, if_neg (fun h => hi h.1.symm), hF]
  · exact fun h => absurd (Finset.mem_univ _) h
  · intro j _ hj
    rw [Matrix.single_apply, if_neg (fun h => hj h.2.symm), hF]
  · exact fun h => absurd (Finset.mem_univ _) h
  · rw [Matrix.single_apply, if_pos ⟨rfl, rfl⟩]
```

## (c) The polynomial of a symmetric pair

**Task.** Show that $S_{ij}(r)$ is symmetric and that
$$p_{S_{ij}(r)}(x)=2r\,x^{i+j}.$$

**Solution.** Transposition exchanges $E_{ij}(r)$ and $E_{ji}(r)$, so their sum is symmetric. By (b) the two terms contribute $r x^{i+j}$ and $r x^{j+i}$, which add up to the claim, also for $i=j$. Lean checks the symmetry by cases on the indices, and writes the coefficient as `r + r`.

```lean
/-- A symmetric pair of entries is a symmetric matrix, and its prefactor is the single
monomial `2 r x^(i+j)`. -/
theorem pair_spec {n : ℕ} (i j : Fin n) (r : ℝ) :
    pair i j r ∈ symMat n ∧
      prefactor n (pair i j r) = monomial ((i : ℕ) + (j : ℕ)) (r + r) := by
  constructor
  · have h : ∀ p q, Matrix.single i j r p q = Matrix.single j i r q p := by
      intro p q
      by_cases h1 : i = p <;> by_cases h2 : j = q <;> simp [h1, h2]
    intro p q
    simp only [pair, Matrix.add_apply]
    linarith [h p q, h q p]
  · have h : ∀ a b : Fin n, prefactor n (Matrix.single a b r)
        = monomial ((a : ℕ) + (b : ℕ)) r := fun a b =>
      sum_single (fun i j s => monomial ((i : ℕ) + (j : ℕ)) s) (fun _ _ => map_zero _) a b r
    rw [pair, map_add, h, h, Nat.add_comm (j : ℕ) (i : ℕ), ← map_add]
```

## (d) Which polynomials occur

**Task.** Determine the range of the map on symmetric matrices:
$$\{p_P : P=P^{T}\}=\{\text{real polynomials of degree below }2n-1\}.$$

**Solution.** Because $i,j\le n-1$, no power exceeds $2n-2$. Conversely, let $k\le 2n-2$ and put $i=\min(k,n-1)$, $j=k-i$. Both are at most $n-1$, and by (c) the matrix $S_{ij}(1/2)$ has the polynomial $x^k$. Linear combinations give all the others. For $n=0$ Lean's natural-number subtraction makes the bound $0$, and both sides are the zero space.

The two inclusions are the two branches after `le_antisymm`; the second only has to treat the powers that span `degreeLT`.

```lean
/-- The prefactors of symmetric matrices are exactly the real polynomials of degree
below `2n - 1`. -/
theorem range_densityMap (n : ℕ) :
    LinearMap.range (densityMap n) = degreeLT ℝ (2 * n - 1) := by
  apply le_antisymm
  · rintro _ ⟨P, rfl⟩
    change ∑ i : Fin n, ∑ j : Fin n, monomial ((i : ℕ) + (j : ℕ)) (P.1 i j) ∈ _
    refine Submodule.sum_mem _ fun i _ => Submodule.sum_mem _ fun j _ => ?_
    have hij : (i : ℕ) + (j : ℕ) < 2 * n - 1 := by
      have := i.isLt
      have := j.isLt
      omega
    exact mem_degreeLT.2 (lt_of_le_of_lt (degree_monomial_le _ _) (by exact_mod_cast hij))
  · -- each power of x comes from a symmetric pair of entries
    rw [degreeLT_eq_span_X_pow, Submodule.span_le]
    intro p hp
    obtain ⟨k, hk, rfl⟩ := Finset.mem_image.1 (Finset.mem_coe.1 hp)
    have hk' := Finset.mem_range.1 hk
    obtain ⟨i, j, hij⟩ : ∃ i j : Fin n, (i : ℕ) + (j : ℕ) = k :=
      ⟨⟨min k (n - 1), by omega⟩, ⟨k - min k (n - 1), by omega⟩, by
        change min k (n - 1) + (k - min k (n - 1)) = k
        omega⟩
    refine ⟨⟨pair i j (1 / 2), (pair_spec i j _).1⟩, ?_⟩
    change prefactor n (pair i j (1 / 2)) = (X : ℝ[X]) ^ k
    rw [(pair_spec i j _).2, hij, add_halves, X_pow_eq_monomial]
```

## (e) Counting symmetric matrices

**Task.** Show that
$$\dim\{P=P^{T}\}=\binom{n+1}{2}.$$

**Solution.** A symmetric matrix is a free choice of one real number for each unordered pair $\{i,j\}$, with $i=j$ allowed. There are $n$ diagonal pairs and $n(n-1)/2$ others, together $n(n+1)/2$. The equivalence `e` is this identification, with `Sym2 (Fin n)` as the type of unordered pairs, and `Sym2.card` counts them.

```lean
/-- The space of real symmetric `n` by `n` matrices has dimension `n + 1` choose `2`. -/
theorem finrank_symMat (n : ℕ) : Module.finrank ℝ (symMat n) = (n + 1).choose 2 := by
  -- a symmetric matrix is a function on unordered pairs of indices
  let e : symMat n ≃ₗ[ℝ] (Sym2 (Fin n) → ℝ) :=
    { toFun := fun P => Sym2.lift ⟨fun i j => P.1 i j, fun i j => P.2 i j⟩
      map_add' := by
        intro P Q
        funext s
        induction s using Sym2.ind with
        | _ i j => rfl
      map_smul' := by
        intro c P
        funext s
        induction s using Sym2.ind with
        | _ i j => rfl
      invFun := fun f => ⟨Matrix.of fun i j => f s(i, j),
        fun i j => congrArg f Sym2.eq_swap⟩
      left_inv := fun P => rfl
      right_inv := by
        intro f
        funext s
        induction s using Sym2.ind with
        | _ i j => rfl }
  rw [e.finrank_eq, Module.finrank_fintype_fun_eq_card, Sym2.card, Fintype.card_fin]
```

## (f) How much the density leaves open

**Task.** For $n\ge1$, find the dimension of the space of symmetric matrices with zero density:
$$\dim\{P=P^{T}: p_P=0\}=\frac{(n-1)(n-2)}{2}.$$

**Solution.** By (d) the range has dimension $2n-1$, one for each power of $x$. Rank-nullity and (e) give
$$\frac{n(n+1)}2-(2n-1)=\frac{n^2-3n+2}{2}=\frac{(n-1)(n-2)}2 .$$
At $n=0$ the formula would give $1$ instead of $0$, hence the condition `1 ≤ n`.

Lean sets $n=m+1$, inserts the two dimensions into the rank-nullity identity `h`, and moves it to the real numbers, where `linear_combination` does the algebra.

```lean
/-- For `n ≥ 1` orbitals, the symmetric matrices with vanishing density prefactor form a
space of dimension `(n-1)(n-2)/2`. -/
theorem finrank_ker_densityMap (n : ℕ) (hn : 1 ≤ n) :
    (Module.finrank ℝ (LinearMap.ker (densityMap n)) : ℝ)
      = ((n : ℝ) - 1) * ((n : ℝ) - 2) / 2 := by
  obtain ⟨m, rfl⟩ : ∃ m, n = m + 1 := ⟨n - 1, by omega⟩
  -- rank-nullity
  have h := LinearMap.finrank_range_add_finrank_ker (densityMap (m + 1))
  have e : 2 * (m + 1) - 1 = 2 * m + 1 := by omega
  rw [range_densityMap, (degreeLTEquiv ℝ _).finrank_eq, Module.finrank_fin_fun,
    finrank_symMat, e] at h
  have h' := congrArg (Nat.cast : ℕ → ℝ) h
  rw [Nat.cast_choose_two] at h'
  push_cast at h' ⊢
  linear_combination h'
```

## (g) When the density suffices

**Task.** Show that
$$P\mapsto p_P\ \text{is injective on symmetric matrices}\iff n\le2 .$$

**Solution.** A linear map is injective exactly when its kernel has dimension zero. For $n=1,2$ the formula in (f) gives zero, and for $n\ge3$ it gives at least $1$. For $n=0$ there is only one matrix. The proof makes the same split, with `nlinarith` excluding a zero kernel for $n\ge3$.

```lean
/-- The density prefactor determines the symmetric matrix exactly when there are at most
two orbitals. -/
theorem densityMap_injective_iff (n : ℕ) :
    Function.Injective (densityMap n) ↔ n ≤ 2 := by
  rcases Nat.eq_zero_or_pos n with rfl | hn
  · exact ⟨fun _ => by omega, fun _ P Q _ => Subtype.ext (by ext i; exact i.elim0)⟩
  have h := finrank_ker_densityMap n hn
  rw [← LinearMap.ker_eq_bot, ← Submodule.finrank_eq_zero]
  constructor
  · intro h0
    by_contra hc
    have h3 : (3 : ℝ) ≤ n := by exact_mod_cast (by omega : 3 ≤ n)
    rw [h0, Nat.cast_zero] at h
    nlinarith
  · intro h2
    have hz : ((n : ℝ) - 1) * ((n : ℝ) - 2) / 2 = 0 := by
      rcases (by omega : n = 1 ∨ n = 2) with h1 | h1 <;> rw [h1] <;> norm_num
    exact Nat.cast_eq_zero.1 (h.trans hz)
```

## (h) The ambiguity among positive matrices

A physical density matrix must be positive semidefinite, which might remove the ambiguity. Assume $v^{T}Pv\ge\delta|v|^2$ with $\delta>0$ for all real $v$. Physically, every normalised combination of the basis orbitals then has a non-zero occupation. This excludes, for example, a closed-shell Slater determinant that leaves part of the basis space empty. The number $\delta$ refers to the unnormalised basis and is not itself an occupation number.

**Task.** For $n\ge3$ and such a symmetric $P$, find a symmetric $Q\ne P$ with
$$\rho_Q=\rho_P,\qquad v^{T}Qv\ge\tfrac{\delta}{2}|v|^2\ \text{ for all }v .$$

**Solution.** The entries $(0,2)$, $(2,0)$ and $(1,1)$ all feed $x^2$. Take $Q=P+S_{02}(\delta/4)-S_{11}(\delta/4)$. By (c) the two changes to the polynomial cancel, so (a) gives equal densities. The entry $(0,2)$ has changed by $\delta/4$, so $Q\neq P$. For the form,
$$v^{T}Qv=v^{T}Pv+\tfrac{\delta}{2}\,(v_0v_2-v_1^2).$$
From $(v_0+v_2)^2\ge0$ we get $v_0v_2\ge-\tfrac12(v_0^2+v_2^2)$, so the bracket is at least $-|v|^2$. Hence $v^{T}Qv\ge\delta|v|^2-\tfrac{\delta}{2}|v|^2=\tfrac{\delta}{2}|v|^2$.

With $\delta\ge0$ in place of $\delta>0$ the statement would fail. Let $n=3$ and let $P_{11}=1$ be the only entry of $P$. A positive semidefinite $Q$ with the same density has $Q_{00}=Q_{22}=0$, so its rows $0$ and $2$ vanish and $Q=P$.

The theorem puts no upper limit on occupations, so it does not address the Pauli bound.

In Lean, `a`, `b`, `c` are the indices $0,1,2$, `hq` evaluates the form of a single entry through (b), `hv` is $v_0^2+v_1^2+v_2^2\le|v|^2$, and `nlinarith` receives the squares used above.

```lean
/-- With at least three orbitals, a symmetric matrix whose quadratic form is at least
`δ|v|²`, `δ > 0`, shares its density with a different symmetric matrix whose form is at
least `(δ/2)|v|²`. -/
theorem positive_not_determined {n : ℕ} (hn : 3 ≤ n) (P : Matrix (Fin n) (Fin n) ℝ)
    (hP : P ∈ symMat n) (δ : ℝ) (hδ : 0 < δ)
    (hpos : ∀ v : Fin n → ℝ, δ * (v ⬝ᵥ v) ≤ v ⬝ᵥ P *ᵥ v) :
    ∃ Q ∈ symMat n, Q ≠ P ∧ (∀ v : Fin n → ℝ, δ / 2 * (v ⬝ᵥ v) ≤ v ⬝ᵥ Q *ᵥ v) ∧
      ∀ x, density Q x = density P x := by
  obtain ⟨a, b, c, hab, hac, hbc, hs⟩ : ∃ a b c : Fin n,
      a ≠ b ∧ a ≠ c ∧ b ≠ c ∧ (a : ℕ) + (c : ℕ) = (b : ℕ) + (b : ℕ) :=
    ⟨⟨0, by omega⟩, ⟨1, by omega⟩, ⟨2, by omega⟩, by simp [Fin.ext_iff],
      by simp [Fin.ext_iff], by simp [Fin.ext_iff], rfl⟩
  -- shift weight between entries that feed the same power of x
  refine ⟨P + (pair a c (δ / 4) - pair b b (δ / 4)), (symMat n).add_mem hP
    ((symMat n).sub_mem (pair_spec a c _).1 (pair_spec b b _).1), ?_, ?_, ?_⟩
  · intro h
    have h1 := congrFun (congrFun h a) c
    simp [pair, hac, hac.symm, hab.symm, hbc] at h1
    linarith
  · intro v
    have hq : ∀ i j : Fin n, v ⬝ᵥ Matrix.single i j (δ / 4) *ᵥ v
        = v i * (δ / 4 * v j) := by
      intro i j
      simp only [dotProduct, Matrix.mulVec, Finset.mul_sum]
      exact sum_single (fun i j s => v i * (s * v j)) (fun _ _ => by ring) i j _
    have hv : v a * v a + (v b * v b + v c * v c) ≤ v ⬝ᵥ v := by
      have h := Finset.sum_le_univ_sum_of_nonneg (s := {a, b, c})
        (f := fun i => v i * v i) (fun i => mul_self_nonneg (v i))
      rw [Finset.sum_insert (by simp [hab, hac]), Finset.sum_insert (by simp [hbc]),
        Finset.sum_singleton] at h
      exact h
    simp only [pair, Matrix.add_mulVec, Matrix.sub_mulVec, dotProduct_add, dotProduct_sub, hq]
    nlinarith [hpos v, mul_le_mul_of_nonneg_left hv hδ.le,
      mul_nonneg hδ.le (sq_nonneg (v a + v c)), mul_nonneg hδ.le (sq_nonneg (v a)),
      mul_nonneg hδ.le (sq_nonneg (v c))]
  · rw [density_eq_iff, map_add, map_sub, (pair_spec a c _).2, (pair_spec b b _).2, hs,
      sub_self, add_zero]

end

end DensityFromDiffraction
```

```lean
#print axioms DensityFromDiffraction.densityMap_injective_iff
-- 'DensityFromDiffraction.densityMap_injective_iff' depends on axioms: [propext, Classical.choice, Quot.sound]
#print axioms DensityFromDiffraction.positive_not_determined
-- 'DensityFromDiffraction.positive_not_determined' depends on axioms: [propext, Classical.choice, Quot.sound]
```

## Three orbitals in numbers

Take $n=3$, $P=I$ and $\delta=1$. The recipe in (h) gives
$$Q=\begin{pmatrix}1&0&\tfrac14\\0&\tfrac12&0\\\tfrac14&0&1\end{pmatrix},\qquad p_P=p_Q=1+x^2+x^4 .$$
The eigenvalues of $Q$ are $\tfrac12,\tfrac34,\tfrac54$, all at least $\delta/2$.

The total charge is $\int(1+x^2+x^4)e^{-x^2}dx=\tfrac94\sqrt\pi$ in both cases. Scale both matrices to unit charge and normalise each orbital. The diagonal coefficients are then $\tfrac49,\tfrac29,\tfrac39$ for $P$ and $\tfrac49,\tfrac19,\tfrac39$ for $Q$, which also has the coefficient $\sqrt3/18\approx0.096$ between orbitals $0$ and $2$. These two orbitals overlap by $1/\sqrt3$, so the coherence contributes $2\cdot\tfrac{\sqrt3}{18}\cdot\tfrac1{\sqrt3}=\tfrac19$ and replaces the charge taken from orbital $1$.
